# Solutions that start in an eigenspace of a Lewis–Riesenfeld invariant stay in it, for Hermitian matrix Hamiltonians

A spin one-half that points along a transverse direction, in a field along \(z\) of varying strength, keeps pointing along that direction as it turns at the instantaneous Larmor frequency. The spin component along the turning direction is an invariant in the sense of Lewis and Riesenfeld, and for every Hermitian matrix Hamiltonian a solution that satisfies the eigenvalue equation of such an invariant at one time satisfies it at all times.

In Lean 4 with Mathlib:

```lean
import Mathlib

open Complex Matrix
open scoped ComplexOrder

namespace LewisRiesenfeld

noncomputable section

variable {n : Type*} [Fintype n]

/-- The state `ψ` obeys the Schrödinger equation `ψ' = -i H(t) ψ` at all times (`ħ = 1`). -/
def SolvesSchrodinger (H : ℝ → Matrix n n ℂ) (ψ : ℝ → n → ℂ) : Prop :=
  ∀ t i, HasDerivAt (fun s => ψ s i) (((-I) • (H t *ᵥ ψ t)) i) t

/-- The operator family `J` obeys the invariant equation `J' = -i [H(t), J]` at all times. -/
def IsInvariant (H J : ℝ → Matrix n n ℂ) : Prop :=
  ∀ t i j, HasDerivAt (fun s => J s i j) (((-I) • (H t * J t - J t * H t)) i j) t

/-- Product rule for a time-dependent operator acting on a time-dependent state. -/
theorem hasDerivAt_mulVec {J : ℝ → Matrix n n ℂ} {J' : Matrix n n ℂ} {ψ : ℝ → n → ℂ}
    {ψ' : n → ℂ} {t : ℝ} (hJ : ∀ i j, HasDerivAt (fun s => J s i j) (J' i j) t)
    (hψ : ∀ i, HasDerivAt (fun s => ψ s i) (ψ' i) t) (i : n) :
    HasDerivAt (fun s => (J s *ᵥ ψ s) i) ((J' *ᵥ ψ t + J t *ᵥ ψ') i) t := by
  have h := HasDerivAt.fun_sum (u := Finset.univ)
    (fun j _ => (hJ i j).fun_mul (hψ j))
  refine h.congr_deriv ?_
  rw [Finset.sum_add_distrib]
  rfl

/-- An invariant maps solutions of the Schrödinger equation to solutions. -/
theorem invariant_maps_solutions {H J : ℝ → Matrix n n ℂ} {ψ : ℝ → n → ℂ}
    (hJ : IsInvariant H J) (hψ : SolvesSchrodinger H ψ) :
    SolvesSchrodinger H (fun t => J t *ᵥ ψ t) := by
  intro t i
  refine (hasDerivAt_mulVec (hJ t) (hψ t) i).congr_deriv (congrFun ?_ i)
  simp only [Matrix.smul_mulVec, Matrix.sub_mulVec, Matrix.mulVec_smul, Matrix.mulVec_mulVec]
  module

/-- For Hermitian `H(t)` the overlap of two solutions is the same at any two times. -/
theorem overlap_conserved {H : ℝ → Matrix n n ℂ} {χ φ : ℝ → n → ℂ}
    (hH : ∀ t, (H t).IsHermitian) (hχ : SolvesSchrodinger H χ)
    (hφ : SolvesSchrodinger H φ) (t t₀ : ℝ) :
    star (χ t) ⬝ᵥ φ t = star (χ t₀) ⬝ᵥ φ t₀ := by
  have key : ∀ t, HasDerivAt (fun s => star (χ s) ⬝ᵥ φ s) 0 t := by
    intro t
    have h := HasDerivAt.fun_sum (u := Finset.univ)
      (fun i _ => ((hχ t i).star).fun_mul (hφ t i))
    -- the two contributions cancel because `H` is Hermitian
    have e : star ((-I) • (H t *ᵥ χ t)) ⬝ᵥ φ t
        + star (χ t) ⬝ᵥ ((-I) • (H t *ᵥ φ t)) = 0 := by
      rw [star_smul, Matrix.star_mulVec, (hH t).eq, smul_dotProduct, dotProduct_smul,
        Matrix.dotProduct_mulVec]
      simp
    refine h.congr_deriv ?_
    rw [Finset.sum_add_distrib]
    exact e
  exact is_const_of_deriv_eq_zero (fun s => (key s).differentiableAt)
    (fun s => (key s).deriv) t t₀

/-- For Hermitian `H(t)`, a solution that satisfies the eigenvalue equation of an invariant at one
time satisfies it with the same `c` at every time. -/
theorem eigenstate_transport {H J : ℝ → Matrix n n ℂ} {ψ : ℝ → n → ℂ} {c : ℂ} {t₀ : ℝ}
    (hH : ∀ t, (H t).IsHermitian) (hJ : IsInvariant H J) (hψ : SolvesSchrodinger H ψ)
    (h₀ : J t₀ *ᵥ ψ t₀ = c • ψ t₀) (t : ℝ) : J t *ᵥ ψ t = c • ψ t := by
  -- the defect `J ψ - c ψ` is itself a solution
  have hd : SolvesSchrodinger H (fun t => J t *ᵥ ψ t - c • ψ t) := by
    intro t i
    refine ((invariant_maps_solutions hJ hψ t i).fun_sub
      ((hψ t i).const_mul c)).congr_deriv ?_
    simp only [Matrix.mulVec_sub, Matrix.mulVec_smul, Pi.smul_apply, Pi.sub_apply, smul_eq_mul]
    ring
  -- its norm is conserved and vanishes at `t₀`
  have hn := overlap_conserved hH hd hd t t₀
  simp only [h₀, sub_self, dotProduct_zero] at hn
  exact sub_eq_zero.mp (dotProduct_star_self_eq_zero.mp hn)

/-- Converse: if solutions pass through every state at every time, a differentiable operator
family that maps solutions to solutions obeys the invariant equation. -/
theorem invariant_of_maps_solutions {H J J' : ℝ → Matrix n n ℂ}
    (hJ : ∀ t i j, HasDerivAt (fun s => J s i j) (J' t i j) t)
    (hfull : ∀ t v, ∃ ψ, SolvesSchrodinger H ψ ∧ ψ t = v)
    (hmap : ∀ ψ, SolvesSchrodinger H ψ → SolvesSchrodinger H (fun t => J t *ᵥ ψ t)) :
    IsInvariant H J := by
  classical
  intro t i j
  have hv : ∀ v, J' t *ᵥ v = ((-I) • (H t * J t - J t * H t)) *ᵥ v := by
    intro v
    obtain ⟨ψ, hψ, rfl⟩ := hfull t v
    have h : J' t *ᵥ ψ t + J t *ᵥ ((-I) • (H t *ᵥ ψ t))
        = (-I) • (H t *ᵥ (J t *ᵥ ψ t)) :=
      funext fun k => (hasDerivAt_mulVec (hJ t) (hψ t) k).unique (hmap ψ hψ t k)
    rw [Matrix.mulVec_smul] at h
    rw [Matrix.smul_mulVec, Matrix.sub_mulVec, ← Matrix.mulVec_mulVec, ← Matrix.mulVec_mulVec]
    linear_combination (norm := module) h
  -- compare matrix entries by acting on a basis vector
  have col : ∀ M : Matrix n n ℂ, (M *ᵥ Pi.single j 1) i = M i j := fun M => by simp
  have h := congrFun (hv (Pi.single j 1)) i
  rw [col, col] at h
  exact (hJ t i j).congr_deriv h

/-- If `φ(t)` is an eigenvector of the invariant with constant eigenvalue `c`, then
`i φ' - H φ` satisfies the same eigenvalue equation. -/
theorem residual_in_eigenspace {H J : ℝ → Matrix n n ℂ} {φ φ' : ℝ → n → ℂ} {c : ℂ}
    (hJ : IsInvariant H J) (hφ : ∀ t i, HasDerivAt (fun s => φ s i) (φ' t i) t)
    (heig : ∀ t, J t *ᵥ φ t = c • φ t) (t : ℝ) :
    J t *ᵥ (I • φ' t - H t *ᵥ φ t) = c • (I • φ' t - H t *ᵥ φ t) := by
  -- differentiate the eigenvalue equation
  have h : ((-I) • (H t * J t - J t * H t)) *ᵥ φ t + J t *ᵥ φ' t = c • φ' t := by
    funext i
    have h1 := hasDerivAt_mulVec (hJ t) (hφ t) i
    simp only [heig] at h1
    exact h1.unique ((hφ t i).const_mul c)
  rw [Matrix.smul_mulVec, Matrix.sub_mulVec, ← Matrix.mulVec_mulVec, ← Matrix.mulVec_mulVec,
    heig, Matrix.mulVec_smul] at h
  rw [Matrix.mulVec_sub, Matrix.mulVec_smul]
  funext i
  have hi := congrFun h i
  simp only [Pi.add_apply, Pi.sub_apply, Pi.smul_apply, smul_eq_mul] at hi ⊢
  linear_combination I * hi
    + (c * (H t *ᵥ φ t) i - (J t *ᵥ (H t *ᵥ φ t)) i) * Complex.I_sq

/-- Lewis-Riesenfeld phase: a unit eigenvector `φ(t)` of the invariant with nondegenerate
eigenvalue becomes a solution when multiplied by `exp(iα)` with `α' = ⟨φ, i φ' - H φ⟩`. -/
theorem lewis_riesenfeld_phase {H J : ℝ → Matrix n n ℂ} {φ φ' : ℝ → n → ℂ} {c : ℂ}
    {α α' : ℝ → ℝ} (hJ : IsInvariant H J)
    (hφ : ∀ t i, HasDerivAt (fun s => φ s i) (φ' t i) t)
    (heig : ∀ t, J t *ᵥ φ t = c • φ t) (hunit : ∀ t, star (φ t) ⬝ᵥ φ t = 1)
    (hnd : ∀ t v, J t *ᵥ v = c • v → ∃ a : ℂ, v = a • φ t)
    (hα : ∀ t, HasDerivAt α (α' t) t)
    (hphase : ∀ t, (α' t : ℂ) = star (φ t) ⬝ᵥ (I • φ' t - H t *ᵥ φ t)) :
    SolvesSchrodinger H (fun t => Complex.exp (I * (α t : ℂ)) • φ t) := by
  intro t i
  obtain ⟨a, ha⟩ := hnd t _ (residual_in_eigenspace hJ hφ heig t)
  -- projecting on `φ` identifies the coefficient with `α'`
  have haα : (α' t : ℂ) = a := by
    rw [hphase, ha, dotProduct_smul, hunit, smul_eq_mul, mul_one]
  rw [← haα] at ha
  have hi := congrFun ha i
  have he : HasDerivAt (fun s => Complex.exp (I * (α s : ℂ)))
      (Complex.exp (I * (α t : ℂ)) * (I * (α' t : ℂ))) t :=
    ((hα t).ofReal_comp.const_mul I).cexp
  refine (he.fun_mul (hφ t i)).congr_deriv ?_
  simp only [Matrix.mulVec_smul, Pi.sub_apply, Pi.smul_apply, smul_eq_mul] at hi ⊢
  linear_combination (-I * Complex.exp (I * (α t : ℂ))) * hi
    + Complex.exp (I * (α t : ℂ)) * φ' t i * Complex.I_sq

/-- A spin one-half in a field along `z` with time-dependent Larmor frequency `ω(t)`. -/
def spinHamiltonian (ω : ℝ → ℝ) (t : ℝ) : Matrix (Fin 2) (Fin 2) ℂ :=
  !![(ω t : ℂ) / 2, 0; 0, -((ω t : ℂ) / 2)]

/-- The transverse spin component (in units of one half) along the direction at angle `θ(t)`. -/
def spinInvariant (θ : ℝ → ℝ) (t : ℝ) : Matrix (Fin 2) (Fin 2) ℂ :=
  !![0, Complex.exp (-I * (θ t : ℂ)); Complex.exp (I * (θ t : ℂ)), 0]

/-- The unnormalised spin state with component phases `-θ(t)/2` and `θ(t)/2`. -/
def spinState (θ : ℝ → ℝ) (t : ℝ) : Fin 2 → ℂ :=
  ![Complex.exp (-I / 2 * (θ t : ℂ)), Complex.exp (I / 2 * (θ t : ℂ))]

/-- When `θ' = ω`, the precessing spin meets all hypotheses of `eigenstate_transport`, with
eigenvalue `1` at time zero. -/
theorem eigenstate_transport_witness {θ ω : ℝ → ℝ} (hθ : ∀ t, HasDerivAt θ (ω t) t) :
    (∀ t, (spinHamiltonian ω t).IsHermitian) ∧
    IsInvariant (spinHamiltonian ω) (spinInvariant θ) ∧
    SolvesSchrodinger (spinHamiltonian ω) (spinState θ) ∧
    spinInvariant θ 0 *ᵥ spinState θ 0 = (1 : ℂ) • spinState θ 0 := by
  have hexp : ∀ (k : ℂ) (t : ℝ), HasDerivAt (fun s => Complex.exp (k * (θ s : ℂ)))
      (Complex.exp (k * (θ t : ℂ)) * (k * (ω t : ℂ))) t :=
    fun k t => ((hθ t).ofReal_comp.const_mul k).cexp
  refine ⟨fun t => ?_, fun t i j => ?_, fun t i => ?_, ?_⟩
  · ext i j
    fin_cases i <;> fin_cases j <;> simp [spinHamiltonian]
  · fin_cases i <;> fin_cases j
    · refine (hasDerivAt_const t (0 : ℂ)).congr_deriv ?_
      simp [spinHamiltonian, spinInvariant]
    · refine (hexp (-I) t).congr_deriv ?_
      simp [spinHamiltonian, spinInvariant]
      ring
    · refine (hexp I t).congr_deriv ?_
      simp [spinHamiltonian, spinInvariant]
      ring
    · refine (hasDerivAt_const t (0 : ℂ)).congr_deriv ?_
      simp [spinHamiltonian, spinInvariant]
  · fin_cases i
    · refine (hexp (-I / 2) t).congr_deriv ?_
      simp [spinHamiltonian, spinState, Matrix.mulVec, dotProduct, Fin.sum_univ_succ]
      ring
    · refine (hexp (I / 2) t).congr_deriv ?_
      simp [spinHamiltonian, spinState, Matrix.mulVec, dotProduct, Fin.sum_univ_succ]
      ring
  · have e0 : Complex.exp (-I * (θ 0 : ℂ)) * Complex.exp (I / 2 * (θ 0 : ℂ))
        = Complex.exp (-I / 2 * (θ 0 : ℂ)) := by
      rw [← Complex.exp_add]
      congr 1
      ring
    have e1 : Complex.exp (I * (θ 0 : ℂ)) * Complex.exp (-I / 2 * (θ 0 : ℂ))
        = Complex.exp (I / 2 * (θ 0 : ℂ)) := by
      rw [← Complex.exp_add]
      congr 1
      ring
    ext i
    fin_cases i
    · simpa [spinInvariant, spinState, Matrix.mulVec, dotProduct, Fin.sum_univ_succ] using e0
    · simpa [spinInvariant, spinState, Matrix.mulVec, dotProduct, Fin.sum_univ_succ] using e1

end

end LewisRiesenfeld
```

```lean
#print axioms LewisRiesenfeld.eigenstate_transport
#print axioms LewisRiesenfeld.invariant_of_maps_solutions
#print axioms LewisRiesenfeld.lewis_riesenfeld_phase
```

```
'LewisRiesenfeld.eigenstate_transport' depends on axioms: [propext, Classical.choice, Quot.sound]
'LewisRiesenfeld.invariant_of_maps_solutions' depends on axioms: [propext, Classical.choice, Quot.sound]
'LewisRiesenfeld.lewis_riesenfeld_phase' depends on axioms: [propext, Classical.choice, Quot.sound]
```

## The precessing spin

Set \(\hbar=1\), let \(\omega(t)\) be the Larmor frequency, and let the angle \(\theta(t)\) satisfy \(\theta'=\omega\). The Hamiltonian `spinHamiltonian`, the invariant `spinInvariant` and the normalised form of `spinState` are

\[
H=\begin{pmatrix}\omega/2&0\\0&-\omega/2\end{pmatrix},\qquad
J=\begin{pmatrix}0&e^{-i\theta}\\e^{i\theta}&0\end{pmatrix},\qquad
\psi=\frac1{\sqrt2}\begin{pmatrix}e^{-i\theta/2}\\e^{i\theta/2}\end{pmatrix}.
\]

The code omits the factor \(1/\sqrt2\), which changes none of the linear equations. The commutator \([H,J]=HJ-JH\) has off-diagonal entries \(\omega e^{-i\theta}\) and \(-\omega e^{i\theta}\), so \(J\) does not commute with \(H\) while the field is on. Multiplying these entries by \(-i\) gives the derivatives of the entries of \(J\), hence \(J'=-i[H,J]\). Also \(\psi'=-iH\psi\) and \(J\psi=\psi\), which is a spin component of \(+1/2\) along the turning direction.

`eigenstate_transport_witness` checks, entry by entry, that this example meets the hypotheses of the general theorem, with the eigenvalue equation at time zero.

## Matrices, states and derivatives

A state is a function `n → ℂ` on a finite index type, and an operator is a complex matrix. `SolvesSchrodinger H ψ` says that \(\psi'=-iH\psi\) holds for each component at every real time; `IsInvariant H J` says the same of \(J'=-i[H,J]\) for each matrix entry. The product `*ᵥ` applies a matrix to a vector, and `star χ ⬝ᵥ φ` is the overlap \(\langle\chi,\varphi\rangle\), conjugate-linear in its first argument.

`eigenstate_transport` assumes that every \(H(t)\) is Hermitian, that \(J\) is an invariant, that \(\psi\) is a solution, and that \(J(t_0)\psi(t_0)=c\,\psi(t_0)\). It concludes that \(J(t)\psi(t)=c\,\psi(t)\) for every \(t\), earlier or later. \(H\) need not vary slowly, \(J\) need not be Hermitian, and \(c\) may be complex. Continuity of \(H\) is not assumed separately, but the differential equations must hold at every time, so a sudden switch at which \(H\psi\) jumps, as in a square pulse, is not covered.

The oscillator with time-dependent frequency, the best-known use of these invariants, acts on an infinite-dimensional space and is not covered. For driven finite-level models, a known invariant with a nondegenerate eigenvalue supplies an exact solution without an adiabatic approximation, once a differentiable unit eigenvector and its phase are found.

## Why the eigenvalue equation persists

The product rule, proved as `hasDerivAt_mulVec` by differentiating the finite sum, gives

\[
(J\psi)'=-i(HJ-JH)\psi+J(-iH\psi)=-iH(J\psi).
\]

The two terms containing \(JH\psi\) cancel; in `invariant_maps_solutions` the tactic `module` performs this cancellation. An invariant therefore maps solutions to solutions, whether or not \(H\) is Hermitian.

Hermiticity enters through the overlap of two solutions \(\chi\) and \(\varphi\):

\[
\frac{d}{dt}\langle\chi,\varphi\rangle
=i\langle\chi,H\varphi\rangle-i\langle\chi,H\varphi\rangle=0.
\]

`overlap_conserved` proves this cancellation in the step `e`, then uses `is_const_of_deriv_eq_zero` to equate the overlaps at any two times.

Now take the defect \(d=J\psi-c\psi\). By linearity it is a solution, which is the step `hd`. Its squared norm \(\langle d,d\rangle\) is constant and vanishes at \(t_0\), so \(d(t)=0\) for every \(t\). The conserved norm does the work of a uniqueness theorem for the differential equation, so the proof needs no separate assumption that \(H\) is continuous.

## From mapping solutions back to the invariant equation

`invariant_of_maps_solutions` goes the other way. It assumes that \(J\) is differentiable and maps solutions to solutions, and that some solution passes through each vector \(v\) at each time. This last condition, `hfull`, asks for a solution defined at all real times, both before and after the chosen one; it is assumed here, not derived from properties of \(H\).

For a solution with \(\psi(t)=v\), the derivative of \(J\psi\) can be written in two ways:

\[
J'v-iJHv=-iHJv,\qquad\text{so}\qquad J'v=-i[H,J]v.
\]

Uniqueness of derivatives justifies the first equality. Taking \(v\) to be each basis vector in turn then yields the matrix equation, column by column.

## The phase that turns an eigenvector into a solution

Let \(\varphi(t)\) be a differentiable unit eigenvector of \(J(t)\) with constant eigenvalue \(c\). Differentiating \(J\varphi=c\varphi\) gives

\[
-i(cH\varphi-JH\varphi)+J\varphi'=c\varphi'.
\]

Multiplication by \(i\) and rearrangement give

\[
J(i\varphi'-H\varphi)=c(i\varphi'-H\varphi),
\]

which is `residual_in_eigenspace`. If \(c\) is nondegenerate, the hypothesis `hnd`, then \(i\varphi'-H\varphi=a\varphi\) for some number \(a\), and projection on \(\varphi\) gives \(a=\langle\varphi,i\varphi'-H\varphi\rangle\).

`lewis_riesenfeld_phase` assumes a real differentiable function \(\alpha\) with \(\alpha'=a\). Since \(\varphi'=-iH\varphi-i\alpha'\varphi\),

\[
(e^{i\alpha}\varphi)'=e^{i\alpha}(i\alpha'\varphi+\varphi')=-iH(e^{i\alpha}\varphi).
\]

The final `linear_combination` carries out this substitution. In \(\alpha'\), the term \(\langle\varphi,i\varphi'\rangle\) comes from the motion of the eigenvector and \(-\langle\varphi,H\varphi\rangle\) from the energy. The theorem treats one nondegenerate eigenvector at a time and does not construct a complete set of solutions.

With a single basis state, \(H\) is a real number \(E(t)\), every commutator vanishes and \(J\) is constant. Choosing \(\varphi=1\) leaves \(\alpha'=-E\), the ordinary dynamical phase.
